# The Thouless matrix $Z = VU^{-1}$ of a fermionic Bogoliubov transformation with invertible $U$: antisymmetry and $(1+Z^\dagger Z)^{-1} = UU^\dagger$

## Two paired modes

Take two fermion modes, labelled 0 and 1, with creators $c^\dagger_0, c^\dagger_1$ and annihilators $c_0, c_1$. Form the quasiparticle creators

$$\beta^\dagger_0 = u\,c^\dagger_0 - v\,c_1, \qquad \beta^\dagger_1 = u\,c^\dagger_1 + v\,c_0, \qquad |u|^2+|v|^2 = 1,\quad u \neq 0 .$$

Collect the coefficients of the creators in a matrix $U$ and those of the annihilators in a matrix $V$, with one column per quasiparticle:

$$U = \begin{pmatrix} u & 0\\ 0 & u\end{pmatrix},\qquad V = \begin{pmatrix} 0 & v\\ -v & 0\end{pmatrix},\qquad Z = VU^{-1} = \begin{pmatrix} 0 & v/u\\ -v/u & 0\end{pmatrix}.$$

The matrix $Z$ is antisymmetric. Moreover $Z^\dagger Z = |v/u|^2\,1$, so

$$1 + Z^\dagger Z = \frac{|u|^2+|v|^2}{|u|^2}\,1 = \frac{1}{|u|^2}\,1,$$

which is the inverse of $UU^\dagger = |u|^2\,1$. The anticommutation of the two creators gave the antisymmetry, and the normalization gave the inverse. The same division of labour holds for any finite number of modes, provided $U$ is invertible.

## Amplitudes and anticommutators

```lean
import Mathlib

open Matrix

namespace ThoulessMatrix

noncomputable section

variable {n : Type*} [Fintype n] [DecidableEq n]
```

The type `n` is the finite set of labels for the modes, and the quasiparticles carry the same labels. A `Matrix n n ℂ` is therefore a square complex matrix. The matrices $U$ and $V$ have one row per mode and one column per quasiparticle, while both indices of $Z$ refer to modes.

```lean
/-- The conditions on the amplitudes `U`, `V` of a fermionic Bogoliubov transformation, whose
quasiparticle creators are `β†ₖ = ∑ₗ (Uₗₖ c†ₗ + Vₗₖ cₗ)`: normalization and vanishing pairing. -/
def IsBogoliubov (U V : Matrix n n ℂ) : Prop :=
  Uᴴ * U + Vᴴ * V = 1 ∧ Uᵀ * V + Vᵀ * U = 0
```

The general quasiparticle creator is $\beta^\dagger_k = \sum_l (U_{lk}\,c^\dagger_l + V_{lk}\,c_l)$. In Lean, `Uᴴ` is the conjugate transpose $U^\dagger$ and `Uᵀ` is the plain transpose $U^T$. The predicate `IsBogoliubov U V` is the conjunction of two matrix equations, and both come from the canonical anticommutation relations:

$$\{\beta_k,\beta^\dagger_{k'}\} = (U^\dagger U + V^\dagger V)_{kk'} = \delta_{kk'},\qquad \{\beta^\dagger_k,\beta^\dagger_{k'}\} = (U^TV+V^TU)_{kk'} = 0 .$$

The second equation, called "vanishing pairing" in the docstring and "the pairing condition" below, says that the quasiparticle creators anticommute. It does not say that the particles are unpaired. The operators themselves do not occur in the file, which starts from the two matrix equations. Nor is there a Hamiltonian, so nothing determines which amplitudes a given system has.

```lean
/-- The Thouless matrix `Z = V U⁻¹` of the amplitudes `U`, `V`, meant for invertible `U`. -/
def thoulessMatrix (U V : Matrix n n ℂ) : Matrix n n ℂ := V * U⁻¹
```

This is $Z = VU^{-1}$. Lean assigns the zero matrix to `U⁻¹` when $U$ is singular, so the definition has its intended meaning only for invertible $U$.

Physically, invertibility of $U$ means that the quasiparticle vacuum has a non-zero overlap with the vacuum of the original modes. It fails for a single mode with $U = 0$, $V = 1$, where creating a quasiparticle means removing a particle: the equation $ZU = V$ then has no solution.

In mean-field pairing theory with finitely many modes, the complex conjugate of $Z$ is the pair amplitude in the exponential form of the quasiparticle vacuum. That exponential form is Thouless's theorem, a statement about states in Fock space; the results below concern the matrix alone.

## Anticommuting creators give an antisymmetric $Z$

```lean
/-- For invertible `U` and `V = Z U`, the pairing condition `Uᵀ V + Vᵀ U = 0` holds exactly
when `Z` is antisymmetric. -/
theorem pairing_iff_antisymm {U : Matrix n n ℂ} (Z : Matrix n n ℂ) (hU : IsUnit U.det) :
    Uᵀ * (Z * U) + (Z * U)ᵀ * U = 0 ↔ Zᵀ = -Z := by
  have hU1 : IsUnit U := (Matrix.isUnit_iff_isUnit_det U).2 hU
  have hU2 : IsUnit Uᵀ := by
    rw [Matrix.isUnit_iff_isUnit_det, Matrix.det_transpose]
    exact hU
  -- the condition is a congruence transform of `Z + Zᵀ`
  have key : Uᵀ * (Z * U) + (Z * U)ᵀ * U = Uᵀ * (Z + Zᵀ) * U := by
    rw [Matrix.transpose_mul]
    noncomm_ring
  rw [key, hU1.mul_left_eq_zero, hU2.mul_right_eq_zero, eq_neg_iff_add_eq_zero, add_comm]
```

The hypothesis `IsUnit U.det` says that $\det U$ is invertible in $\mathbb{C}$, that is, non-zero. The theorem says that for such $U$ and $V = ZU$, the pairing condition is equivalent to $Z^T = -Z$.

To derive it, insert $V = ZU$ and use $(ZU)^T = U^TZ^T$:

$$U^TZU + (ZU)^TU = U^TZU + U^TZ^TU = U^T(Z+Z^T)U .$$

If this vanishes, multiply by $(U^T)^{-1}$ on the left and $U^{-1}$ on the right to get $Z + Z^T = 0$. The converse is immediate.

In the Lean proof, `key` is the displayed identity, checked by `noncomm_ring`, which expands products without exchanging factors. The facts `hU1` and `hU2` say that $U$ and $U^T$ are invertible, and they are used to strip the outer factors from the equation.

## Normalization means an inverse

```lean
/-- For `V = Z U`, the normalization `Uᴴ U + Vᴴ V = 1` holds exactly when `1 + Zᴴ Z` is the
inverse of `U Uᴴ`. -/
theorem normalization_iff_inverse (U Z : Matrix n n ℂ) :
    Uᴴ * U + (Z * U)ᴴ * (Z * U) = 1 ↔ (1 + Zᴴ * Z) * (U * Uᴴ) = 1 := by
  have key : Uᴴ * U + (Z * U)ᴴ * (Z * U) = (Uᴴ * (1 + Zᴴ * Z)) * U := by
    rw [Matrix.conjTranspose_mul]
    noncomm_ring
  -- a one-sided inverse of a square matrix is two-sided
  rw [key, mul_eq_one_comm, ← mul_assoc, mul_eq_one_comm]
```

Here $U$ is arbitrary. For $V = ZU$, the normalization is equivalent to $(1+Z^\dagger Z)\,UU^\dagger = 1$. The first step is again to factor:

$$U^\dagger U + (ZU)^\dagger ZU = U^\dagger(1+Z^\dagger Z)U .$$

Abbreviate $A = 1 + Z^\dagger Z$. The remaining task is to pass from $U^\dagger A\,U = 1$ to $A\,UU^\dagger = 1$, and it takes three moves:

$$(U^\dagger A)\,U = 1 \iff U\,(U^\dagger A) = 1 \iff (UU^\dagger)\,A = 1 \iff A\,(UU^\dagger) = 1 .$$

The last `rw` line performs exactly these moves after inserting `key`. The middle one is associativity, and the outer two are the lemma `mul_eq_one_comm`.

### A closer look at `mul_eq_one_comm`

For square matrices $X$ and $Y$ the lemma says that $XY = 1$ holds exactly when $YX = 1$. That $X$ and $Y$ commute is not assumed; it follows from either equation. If $XY = 1$, then $\det X\,\det Y = 1$, so $X$ is invertible. Multiplying by $X^{-1}$ from the left gives $Y = X^{-1}$, and hence $YX = 1$.

Finite dimension matters here. On an infinite ladder of states $|0\rangle, |1\rangle, \dots$ the shift $S|m\rangle = |m+1\rangle$ satisfies $S^\dagger S = 1$, but $SS^\dagger = 1 - |0\rangle\langle 0|$.

The lemma lets a factor travel from one end of a product to the other, as under a trace, as long as the right-hand side is the identity. It is also the reason why a single product equal to 1 is enough to express "is the inverse of" in these theorems.

## Both conditions at once

```lean
/-- The amplitudes `U` and `V = Z U` form a Bogoliubov transformation exactly when `Z` is
antisymmetric and `1 + Zᴴ Z` is the inverse of `U Uᴴ`. -/
theorem isBogoliubov_iff (U Z : Matrix n n ℂ) :
    IsBogoliubov U (Z * U) ↔ Zᵀ = -Z ∧ (1 + Zᴴ * Z) * (U * Uᴴ) = 1 := by
  -- for `V = Z U`, the normalization alone makes `U` invertible
  have hdet : (1 + Zᴴ * Z) * (U * Uᴴ) = 1 → IsUnit U.det := by
    intro h
    have h1 : U * (Uᴴ * (1 + Zᴴ * Z)) = 1 := by
      rw [← mul_assoc]
      exact mul_eq_one_comm.1 h
    exact Matrix.isUnit_det_of_right_inverse h1
  constructor
  · rintro ⟨h1, h2⟩
    have h3 := (normalization_iff_inverse U Z).1 h1
    exact ⟨(pairing_iff_antisymm Z (hdet h3)).1 h2, h3⟩
  · rintro ⟨h1, h2⟩
    exact ⟨(normalization_iff_inverse U Z).2 h2, (pairing_iff_antisymm Z (hdet h2)).2 h1⟩
```

For any square $U$ and $Z$, the pair $(U, ZU)$ is a Bogoliubov transformation exactly when $Z$ is antisymmetric and $1+Z^\dagger Z$ is the inverse of $UU^\dagger$. This combines the two preceding equivalences.

The first of them needs an invertible $U$, which is not assumed here. It follows from the normalization. If $A\,UU^\dagger = 1$, then $UU^\dagger A = 1$, so $U$ has the right inverse $U^\dagger A$ and its determinant is non-zero. This is the auxiliary fact `hdet`. The two bullets after `constructor` then prove the two directions.

## The Thouless matrix itself

```lean
/-- For a Bogoliubov transformation with invertible `U`, the Thouless matrix `Z` solves
`Z U = V`, is antisymmetric, and `1 + Zᴴ Z` is the inverse of `U Uᴴ`. -/
theorem thoulessMatrix_properties {U V : Matrix n n ℂ} (h : IsBogoliubov U V)
    (hU : IsUnit U.det) :
    thoulessMatrix U V * U = V ∧
      (thoulessMatrix U V)ᵀ = -thoulessMatrix U V ∧
      (1 + (thoulessMatrix U V)ᴴ * thoulessMatrix U V) * (U * Uᴴ) = 1 := by
  have hZ : thoulessMatrix U V * U = V := Matrix.nonsing_inv_mul_cancel_right U V hU
  refine ⟨hZ, (isBogoliubov_iff U (thoulessMatrix U V)).1 ?_⟩
  rw [hZ]
  exact h
```

The hypotheses are a Bogoliubov pair `h` and the invertibility `hU`. The conclusion has three parts:

$$ZU = V,\qquad Z^T = -Z,\qquad (1+Z^\dagger Z)\,UU^\dagger = 1 .$$

The first part is $VU^{-1}U = V$. It shows that $V$ has the form $ZU$, so the preceding equivalence applies and gives the other two parts. Lean does the same: `hZ` is the first part, `refine` requests the Bogoliubov property of the pair $(U, ZU)$, and `rw [hZ]` turns this back into the hypothesis `h`.

The result can also be seen by dividing the two original conditions by $U$ on both sides. Multiplying the pairing condition by $(U^T)^{-1}$ from the left and $U^{-1}$ from the right gives $Z + Z^T = 0$. Multiplying the normalization by $(U^\dagger)^{-1}$ and $U^{-1}$ gives $1 + Z^\dagger Z = (U^\dagger)^{-1}U^{-1} = (UU^\dagger)^{-1}$.

```lean
/-- For a Bogoliubov transformation with invertible `U`, the determinant of `1 + Zᴴ Z` is the
reciprocal of `|det U|²`. -/
theorem det_one_add_mul_norm_sq {U V : Matrix n n ℂ} (h : IsBogoliubov U V)
    (hU : IsUnit U.det) :
    (1 + (thoulessMatrix U V)ᴴ * thoulessMatrix U V).det * ((‖U.det‖ ^ 2 : ℝ) : ℂ) = 1 := by
  have hn : U.det * star U.det = ((‖U.det‖ ^ 2 : ℝ) : ℂ) := by
    rw [← Complex.normSq_eq_norm_sq]
    exact Complex.mul_conj _
  have hd := congrArg Matrix.det (thoulessMatrix_properties h hU).2.2
  rw [Matrix.det_mul, Matrix.det_mul, Matrix.det_conjTranspose, Matrix.det_one, hn] at hd
  exact hd
```

Taking determinants of the third part gives

$$\det(1+Z^\dagger Z)\,\det U\,\overline{\det U} = \det(1+Z^\dagger Z)\,|\det U|^2 = 1 .$$

In the code, `hn` identifies $\det U\,\overline{\det U}$ with $|\det U|^2$. The expression `((‖U.det‖ ^ 2 : ℝ) : ℂ)` is this real number regarded as a complex one, because the other determinant is complex by type. The step `congrArg Matrix.det` applies the determinant to both sides of the matrix equation.

## What $Z$ leaves undetermined

```lean
/-- Two Bogoliubov transformations with invertible `U` and `U'` have the same Thouless matrix
exactly when a unitary mixing `W` of the quasiparticles turns one into the other. -/
theorem thoulessMatrix_eq_iff {U V U' V' : Matrix n n ℂ} (h : IsBogoliubov U V)
    (h' : IsBogoliubov U' V') (hU : IsUnit U.det) (hU' : IsUnit U'.det) :
    thoulessMatrix U V = thoulessMatrix U' V' ↔
      ∃ W ∈ Matrix.unitaryGroup n ℂ, U' = U * W ∧ V' = V * W := by
  obtain ⟨hZ, -, hM⟩ := thoulessMatrix_properties h hU
  obtain ⟨hZ', -, hM'⟩ := thoulessMatrix_properties h' hU'
  constructor
  · intro e
    rw [← e] at hZ' hM'
    -- both `U Uᴴ` and `U' U'ᴴ` invert the same matrix
    have hG : U * Uᴴ = U' * U'ᴴ := left_inv_eq_right_inv (mul_eq_one_comm.1 hM) hM'
    have hW : U * (U⁻¹ * U') = U' := by
      rw [← mul_assoc, Matrix.mul_nonsing_inv _ hU, one_mul]
    refine ⟨U⁻¹ * U', ?_, hW.symm, ?_⟩
    · rw [Matrix.mem_unitaryGroup_iff, Matrix.star_eq_conjTranspose, Matrix.conjTranspose_mul]
      calc U⁻¹ * U' * (U'ᴴ * (U⁻¹)ᴴ) = U⁻¹ * (U' * U'ᴴ) * (U⁻¹)ᴴ := by
            simp only [mul_assoc]
        _ = (U⁻¹ * U) * (U⁻¹ * U)ᴴ := by
            rw [← hG, Matrix.conjTranspose_mul]
            simp only [mul_assoc]
        _ = 1 := by
            rw [Matrix.nonsing_inv_mul _ hU, Matrix.conjTranspose_one, one_mul]
    · calc V' = thoulessMatrix U V * U' := hZ'.symm
        _ = thoulessMatrix U V * (U * (U⁻¹ * U')) := by rw [hW]
        _ = V * (U⁻¹ * U') := by rw [← mul_assoc, hZ]
  · rintro ⟨W, -, hUW, hVW⟩
    have e : thoulessMatrix U V * U' = V' := by
      rw [hUW, hVW, ← mul_assoc, hZ]
    calc thoulessMatrix U V = thoulessMatrix U V * U' * U'⁻¹ :=
          (Matrix.mul_nonsing_inv_cancel_right U' _ hU').symm
      _ = thoulessMatrix U' V' := by rw [e, thoulessMatrix]
```

Let $(U,V)$ and $(U',V')$ be two Bogoliubov pairs with invertible $U$ and $U'$. They have the same $Z$ exactly when there is a unitary $W$ with $U' = UW$ and $V' = VW$. In terms of operators, $\beta'^\dagger_k = \sum_j W_{jk}\,\beta^\dagger_j$: the quasiparticle creators are mixed among themselves, with no annihilators added.

Suppose first that the two Thouless matrices agree. Then $UU^\dagger$ and $U'U'^\dagger$ are both inverses of $1+Z^\dagger Z$, so they are equal; this is `hG`. Put $W = U^{-1}U'$, which gives $UW = U'$. It is unitary because

$$WW^\dagger = U^{-1}\,U'U'^\dagger\,(U^{-1})^\dagger = U^{-1}\,UU^\dagger\,(U^{-1})^\dagger = 1 ,$$

and the other amplitudes follow from $V' = ZU' = ZUW = VW$. The first two `calc` blocks are these two chains.

Conversely, if $U' = UW$ and $V' = VW$, then $ZU' = ZUW = VW = V'$, and multiplying by $U'^{-1}$ from the right gives $Z = V'U'^{-1}$. This direction makes no use of the unitarity of $W$, which is why the code discards it with a dash.

## The BCS pair, in symbols and in numbers

```lean
/-- The two-mode BCS pair with amplitudes `u ≠ 0` and `v`, `|u|² + |v|² = 1`, is a Bogoliubov
transformation with invertible `U`, and its Thouless matrix has the entries `±v/u`. -/
theorem bcs_pair_witness (u v : ℂ) (hu : u ≠ 0) (h : ‖u‖ ^ 2 + ‖v‖ ^ 2 = 1) :
    IsBogoliubov !![u, 0; 0, u] !![0, v; -v, 0] ∧
      IsUnit (!![u, 0; 0, u] : Matrix (Fin 2) (Fin 2) ℂ).det ∧
      thoulessMatrix !![u, 0; 0, u] !![0, v; -v, 0] = !![0, v / u; -(v / u), 0] := by
  have e : ∀ z : ℂ, (starRingEnd ℂ) z * z = ((‖z‖ ^ 2 : ℝ) : ℂ) := by
    intro z
    rw [← Complex.normSq_eq_norm_sq, mul_comm]
    exact Complex.mul_conj z
  have h1 : (starRingEnd ℂ) u * u + (starRingEnd ℂ) v * v = 1 := by
    rw [e, e, ← Complex.ofReal_add, h, Complex.ofReal_one]
  have hdet : IsUnit (!![u, 0; 0, u] : Matrix (Fin 2) (Fin 2) ℂ).det := by
    rw [Matrix.det_fin_two_of]
    simp [hu]
  refine ⟨⟨?_, ?_⟩, hdet, ?_⟩
  · ext i j
    fin_cases i <;> fin_cases j <;>
      simp [Matrix.mul_apply, Fin.sum_univ_succ] <;> linear_combination h1
  · ext i j
    fin_cases i <;> fin_cases j <;>
      simp [Matrix.mul_apply, Fin.sum_univ_succ] <;> ring
  · -- it suffices to check `V = Z U`
    have hV : (!![0, v; -v, 0] : Matrix (Fin 2) (Fin 2) ℂ) =
        !![0, v / u; -(v / u), 0] * !![u, 0; 0, u] := by
      ext i j
      fin_cases i <;> fin_cases j <;> simp [Matrix.mul_apply, Fin.sum_univ_succ, hu]
    rw [thoulessMatrix, hV]
    exact Matrix.mul_nonsing_inv_cancel_right _ _ hdet

end

end ThoulessMatrix
```

This is the example from the beginning, with complex $u \neq 0$ and $v$. The notation `!![u, 0; 0, u]` lists a matrix row by row. The theorem confirms that the pair satisfies both conditions, that $U$ is invertible, and that $Z$ has the entries $\pm v/u$. The hypotheses of the main theorem are therefore met by a transformation with actual pairing whenever $v \neq 0$.

The two conditions are checked entry by entry: `fin_cases` runs through the four positions, and the diagonal entries of the normalization reduce to `h1`, which is $\bar u u + \bar v v = 1$. For the last claim the proof verifies $V = ZU$ with the proposed $Z$ and then cancels $U$.

For a numerical instance take $u = 3/5$ and $v = 4/5$. Then

$$Z = \begin{pmatrix} 0 & 4/3\\ -4/3 & 0\end{pmatrix},\qquad 1+Z^\dagger Z = \Bigl(1+\tfrac{16}{9}\Bigr)1 = \tfrac{25}{9}\,1,\qquad UU^\dagger = \tfrac{9}{25}\,1 .$$

The determinants are $\det(1+Z^\dagger Z) = 625/81$ and $|\det U|^2 = (9/25)^2 = 81/625$, with product 1.

Now exchange the two quasiparticles, using the unitary $W = \begin{pmatrix} 0&1\\1&0\end{pmatrix}$. The amplitudes become

$$U' = UW = \begin{pmatrix} 0 & 3/5\\ 3/5 & 0\end{pmatrix},\qquad V' = VW = \begin{pmatrix} 4/5 & 0\\ 0 & -4/5\end{pmatrix}.$$

Both matrices have changed, but

$$V'U'^{-1} = \begin{pmatrix} 4/5 & 0\\ 0 & -4/5\end{pmatrix}\begin{pmatrix} 0 & 5/3\\ 5/3 & 0\end{pmatrix} = \begin{pmatrix} 0 & 4/3\\ -4/3 & 0\end{pmatrix}$$

is the same $Z$ as before.

```lean
#print axioms ThoulessMatrix.thoulessMatrix_properties
#print axioms ThoulessMatrix.det_one_add_mul_norm_sq
#print axioms ThoulessMatrix.thoulessMatrix_eq_iff
```

```
'ThoulessMatrix.thoulessMatrix_properties' depends on axioms: [propext, Classical.choice, Quot.sound]
'ThoulessMatrix.det_one_add_mul_norm_sq' depends on axioms: [propext, Classical.choice, Quot.sound]
'ThoulessMatrix.thoulessMatrix_eq_iff' depends on axioms: [propext, Classical.choice, Quot.sound]
```
